# Quantum mean-square amplitudes exceed the classical ones for harmonic vibrations with positive frequencies

Q: A molecule vibrates about a stable geometry at inverse temperature $\beta = 1/k_BT$. I take finitely many internal displacement coordinates $q$, momenta $p$, and $H = \tfrac12 p^T G p + \tfrac12 q^T F q$, with constant kinetic matrix $G$ and force-constant matrix $F$. I expect every bond length and angle to fluctuate more than classical statistics predicts. Is that what Lean states?

A: For this harmonic model with all frequencies positive, yes, with $\hbar = 1$. Write $q = LQ$, with normal coordinates $Q_k$ and conjugate momenta $P_k$, where $G = LL^T$ and $L^T F L = \mathrm{diag}(w_k^2)$. Then $H = \tfrac12\sum_k (P_k^2 + w_k^2 Q_k^2)$. A mode with occupation $\bar n_k = 1/(e^{\beta w_k} - 1)$ has $\langle Q_k^2\rangle = (\bar n_k + \tfrac12)/w_k = \coth(\beta w_k/2)/(2w_k)$, and different modes are uncorrelated, so
$$S = \langle q q^T\rangle = L\,\mathrm{diag}\!\left(\frac{\coth(\beta w_k/2)}{2w_k}\right)L^T .$$
Classically the weight $e^{-\beta q^T F q/2}$ has covariance $F^{-1}/\beta$. The type `n` labels both coordinates and modes.

```lean
import Mathlib

open Matrix

namespace MeanSquareAmplitudes

noncomputable section

variable {n : Type*} [Fintype n] [DecidableEq n]

/-- The hyperbolic cotangent. -/
def coth (x : ℝ) : ℝ := Real.cosh x / Real.sinh x

/-- Thermal mean-square amplitude `coth(β w / 2) / (2 w)` of a quantum normal coordinate of
frequency `w` at inverse temperature `β` (units with `ħ = 1`). -/
def modeAmp (β w : ℝ) : ℝ := coth (β * w / 2) / (2 * w)

/-- `L` brings the force-constant matrix `F` to normal form: `Lᵀ F L = diag(w_k²)`. -/
def IsNormalModes (L F : Matrix n n ℝ) (w : n → ℝ) : Prop :=
  Lᵀ * F * L = diagonal (fun k => w k ^ 2)

/-- The kinetic matrix `G = L Lᵀ`. -/
def kinetic (L : Matrix n n ℝ) : Matrix n n ℝ := L * Lᵀ

/-- Quantum mean-square amplitude matrix `S = L diag(coth(β w_k / 2) / (2 w_k)) Lᵀ`. -/
def quantumAmp (L : Matrix n n ℝ) (w : n → ℝ) (β : ℝ) : Matrix n n ℝ :=
  L * diagonal (fun k => modeAmp β (w k)) * Lᵀ

/-- Classical mean-square amplitude matrix `F⁻¹ / β`. -/
def classicalAmp (F : Matrix n n ℝ) (β : ℝ) : Matrix n n ℝ := β⁻¹ • F⁻¹
```

Q: I see no Hamiltonian and no thermal state there.

A: There is none. The two thermal averages enter as the definitions `quantumAmp` and `classicalAmp`, so their derivation above is unverified background, and the theorems compare the resulting matrices.

Q: And $G$ is defined from $L$, not from masses and geometry. Rescale a column of $L$ and `IsNormalModes` holds again with another $w_k$.

A: Correct. When `kinetic L` equals the molecule's kinetic matrix, the $w_k$ are its frequencies and `quantumAmp` is its amplitude matrix; for other $L$ they need not be. The theorems hold for every $L$ and $w$ satisfying the condition, that case included. Existence of $L$ for given $G$ and $F$ is assumed, not derived. The condition $w_k > 0$ stands for a strict minimum described by nonredundant coordinates, with no free rotor or unstable mode. Anharmonicity is absent.

Q: Where does the inequality come from?

A: From one mode. If $f(0) = 0$ and $f' > 0$ on the positive axis, the mean value theorem gives, for $x > 0$, a point $\xi \in (0,x)$ with $f(x) = x f'(\xi) > 0$; `exists_hasDerivAt_eq_slope` supplies $\xi$.

```lean
/-- A differentiable function that vanishes at zero and has positive derivative for positive
arguments is positive for positive arguments. -/
theorem pos_of_deriv_pos (f f' : ℝ → ℝ) (hf : ∀ y, HasDerivAt f (f' y) y) (h0 : f 0 = 0)
    (hp : ∀ y, 0 < y → 0 < f' y) {x : ℝ} (hx : 0 < x) : 0 < f x := by
  obtain ⟨c, hc, e⟩ := exists_hasDerivAt_eq_slope f f' hx
    (fun y _ => (hf y).continuousAt.continuousWithinAt) (fun y _ => hf y)
  have h := hp c hc.1
  rw [e, h0, sub_zero, sub_zero, lt_div_iff₀ hx] at h
  linarith
```

Take $f_1 = x\cosh x - \sinh x$, with $f_1' = x \sinh x > 0$, and $f_2 = (3+x^2)\sinh x - 3x\cosh x$, with $f_2' = x^2\cosh x - x\sinh x = x f_1 > 0$. Both vanish at zero; their positivity is `h1` and `h2`. Dividing $f_1$ by $x\sinh x$ and $f_2$ by $3x\sinh x$ gives $1/x < \coth x < 1/x + x/3$.

```lean
/-- For `x > 0`, `1/x < coth x < 1/x + x/3`. -/
theorem coth_bounds {x : ℝ} (hx : 0 < x) : 1 / x < coth x ∧ coth x < 1 / x + x / 3 := by
  -- (y cosh y - sinh y)' = y sinh y
  have h1 : ∀ y : ℝ, 0 < y → 0 < y * Real.cosh y - Real.sinh y := fun y hy =>
    pos_of_deriv_pos (fun y => y * Real.cosh y - Real.sinh y) (fun y => y * Real.sinh y)
      (fun y => (((hasDerivAt_id' y).fun_mul (Real.hasDerivAt_cosh y)).fun_sub
        (Real.hasDerivAt_sinh y)).congr_deriv (by ring))
      (by simp) (fun y hy => mul_pos hy (Real.sinh_pos_iff.mpr hy)) hy
  -- ((3 + y²) sinh y - 3 y cosh y)' = y (y cosh y - sinh y)
  have h2 : 0 < (3 + x * x) * Real.sinh x - 3 * x * Real.cosh x :=
    pos_of_deriv_pos (fun y => (3 + y * y) * Real.sinh y - 3 * y * Real.cosh y)
      (fun y => y * (y * Real.cosh y - Real.sinh y))
      (fun y => ((((((hasDerivAt_id' y).fun_mul (hasDerivAt_id' y)).const_add 3).fun_mul
        (Real.hasDerivAt_sinh y)).fun_sub (((hasDerivAt_id' y).const_mul 3).fun_mul
        (Real.hasDerivAt_cosh y))).congr_deriv (by ring)))
      (by simp) (fun y hy => mul_pos hy (h1 y hy)) hx
  have hs : 0 < Real.sinh x := Real.sinh_pos_iff.mpr hx
  unfold coth
  constructor
  · rw [div_lt_div_iff₀ hx hs]
    nlinarith [h1 x hx]
  · have e : 1 / x + x / 3 = (3 + x * x) / (3 * x) := by field_simp
    rw [e, div_lt_div_iff₀ hs (by positivity)]
    nlinarith [h2]
```

Set $x = \beta w/2$ and divide by $2w$; `e1` and `e2` do this arithmetic:
$$\frac{1}{\beta w^2} < \frac{\coth(\beta w/2)}{2w} < \frac{1}{\beta w^2} + \frac{\beta}{12}.$$

```lean
/-- The quantum mean-square amplitude of one mode lies strictly between `1/(β w²)` and
`1/(β w²) + β/12`. -/
theorem modeAmp_bounds {β w : ℝ} (hβ : 0 < β) (hw : 0 < w) :
    β⁻¹ * (w ^ 2)⁻¹ < modeAmp β w ∧ modeAmp β w < β⁻¹ * (w ^ 2)⁻¹ + β / 12 := by
  obtain ⟨a, b⟩ := coth_bounds (x := β * w / 2) (by positivity)
  have h2w : 0 < 2 * w := by positivity
  have e1 : β⁻¹ * (w ^ 2)⁻¹ * (2 * w) = 1 / (β * w / 2) := by field_simp
  have e2 : (β⁻¹ * (w ^ 2)⁻¹ + β / 12) * (2 * w) = 1 / (β * w / 2) + β * w / 2 / 3 := by
    rw [add_mul, e1]
    ring
  unfold modeAmp
  constructor
  · rw [lt_div_iff₀ h2w, e1]
    exact a
  · rw [div_lt_iff₀ h2w, e2]
    exact b
```

Q: Normal coordinates are not bond lengths, and $L$ need not be orthogonal.

A: Invertibility suffices. For numbers $d_k > 0$ and a vector $c \neq 0$, $c^T L\,\mathrm{diag}(d_k) L^T c = \sum_k d_k (L^Tc)_k^2$. This is positive because $L^T c \neq 0$, which is `hy`. For real matrices `PosDef` means symmetric with a strictly positive quadratic form, and the proof treats symmetry first.

```lean
/-- For invertible `L` and positive `d_k`, the matrix `L diag(d_k) Lᵀ` is positive definite. -/
theorem posDef_congruence {L : Matrix n n ℝ} (hL : IsUnit L.det) {d : n → ℝ}
    (hd : ∀ k, 0 < d k) : (L * diagonal d * Lᵀ).PosDef := by
  have hD : (diagonal d).PosDef := Matrix.posDef_diagonal_iff.mpr hd
  rw [posDef_iff_dotProduct_mulVec]
  refine ⟨?_, fun x hx => ?_⟩
  · show (L * diagonal d * Lᵀ)ᴴ = L * diagonal d * Lᵀ
    rw [conjTranspose_eq_transpose_of_trivial]
    simp [transpose_mul, Matrix.mul_assoc]
  · -- the normal-mode components `Lᵀ x` of a nonzero vector do not all vanish
    have hy : Lᵀ *ᵥ x ≠ 0 := by
      intro h0
      have hT : IsUnit (Lᵀ).det := by rwa [det_transpose]
      have e : (Lᵀ)⁻¹ *ᵥ (Lᵀ *ᵥ x) = x := by
        rw [mulVec_mulVec, nonsing_inv_mul _ hT, one_mulVec]
      rw [h0, mulVec_zero] at e
      exact hx e.symm
    have h := hD.dotProduct_mulVec_pos hy
    have e : x ⬝ᵥ (L * diagonal d * Lᵀ) *ᵥ x = (Lᵀ *ᵥ x) ⬝ᵥ diagonal d *ᵥ (Lᵀ *ᵥ x) := by
      rw [← mulVec_mulVec, ← mulVec_mulVec, dotProduct_mulVec, ← mulVec_transpose]
    rw [star_trivial] at h
    rw [star_trivial, e]
    exact h
```

Multiplying the normal-mode condition from the left by $L$ gives the GF equation $GFL = L\,\mathrm{diag}(w_k^2)$: column $k$ of $L$ is mapped to $w_k^2$ times itself. The bounds do not use it.

```lean
/-- Wilson's GF equation `G F L = L diag(w_k²)` with `G = L Lᵀ`. -/
theorem gf_equation {L F : Matrix n n ℝ} {w : n → ℝ} (h : IsNormalModes L F w) :
    kinetic L * F * L = L * diagonal (fun k => w k ^ 2) := by
  unfold IsNormalModes at h
  rw [← h, kinetic]
  simp only [Matrix.mul_assoc]
```

Q: Mathlib returns zero for the inverse of a singular matrix, and `IsNormalModes` does not require $F$ or $L$ to be invertible.

A: Both follow from $w_k \neq 0$. Let $D = \mathrm{diag}(w_k^2)$. Then $L^T(FLD^{-1}) = 1$, which is `h1`. For square matrices the factors may be exchanged, by `mul_eq_one_comm`, so $F(LD^{-1}L^T) = 1$, which is `h3`. Determinants of the two equations give $\det L \neq 0$ and $\det F \neq 0$, and `h3` identifies $F^{-1} = LD^{-1}L^T$.

```lean
/-- With nonzero frequencies, `L` and `F` are invertible and `F⁻¹ = L diag(1/w_k²) Lᵀ`. -/
theorem compliance {L F : Matrix n n ℝ} {w : n → ℝ} (h : IsNormalModes L F w)
    (hw : ∀ k, w k ≠ 0) :
    IsUnit L.det ∧ IsUnit F.det ∧ F⁻¹ = L * diagonal (fun k => (w k ^ 2)⁻¹) * Lᵀ := by
  unfold IsNormalModes at h
  have h1 : Lᵀ * (F * L * diagonal (fun k => (w k ^ 2)⁻¹)) = 1 :=
    calc Lᵀ * (F * L * diagonal (fun k => (w k ^ 2)⁻¹))
        = (Lᵀ * F * L) * diagonal (fun k => (w k ^ 2)⁻¹) := by simp only [Matrix.mul_assoc]
      _ = 1 := by
        rw [h, diagonal_mul_diagonal, ← diagonal_one]
        congr 1
        funext k
        exact mul_inv_cancel₀ (pow_ne_zero 2 (hw k))
  -- a one-sided inverse of a square matrix is two-sided
  have h2 := mul_eq_one_comm.mp h1
  have h3 : F * (L * diagonal (fun k => (w k ^ 2)⁻¹) * Lᵀ) = 1 := by
    simpa only [Matrix.mul_assoc] using h2
  have d1 := congrArg det h1
  have d3 := congrArg det h3
  rw [det_mul, det_one, det_transpose] at d1
  rw [det_mul, det_one] at d3
  exact ⟨isUnit_iff_ne_zero.mpr (left_ne_zero_of_mul_eq_one d1),
    isUnit_iff_ne_zero.mpr (left_ne_zero_of_mul_eq_one d3), inv_eq_right_inv h3⟩
```

Q: Then state the main result.

A: If $L^TFL = \mathrm{diag}(w_k^2)$, all $w_k > 0$ and $\beta > 0$, then $S - F^{-1}/\beta$ is positive definite. With $a_k = \coth(\beta w_k/2)/(2w_k)$, step `e` is
$$S - F^{-1}/\beta = L\,\mathrm{diag}\!\left(a_k - \frac{1}{\beta w_k^2}\right)L^T,$$
and the entries are positive by the lower single-mode bound.

```lean
/-- If `Lᵀ F L = diag(w_k²)` with `w_k > 0` and `β > 0`, the quantum amplitude matrix minus
the classical one, `S - F⁻¹/β`, is positive definite. -/
theorem quantum_sub_classical_posDef {L F : Matrix n n ℝ} {w : n → ℝ} {β : ℝ}
    (h : IsNormalModes L F w) (hw : ∀ k, 0 < w k) (hβ : 0 < β) :
    (quantumAmp L w β - classicalAmp F β).PosDef := by
  obtain ⟨hL, -, hF⟩ := compliance h (fun k => (hw k).ne')
  have hd : diagonal (fun k => modeAmp β (w k) - β⁻¹ * (w k ^ 2)⁻¹)
      = diagonal (fun k => modeAmp β (w k)) - β⁻¹ • diagonal (fun k => (w k ^ 2)⁻¹) := by
    ext i j
    by_cases hij : i = j <;> simp [hij]
  -- the difference is diagonal in the normal-mode basis
  have e : quantumAmp L w β - classicalAmp F β
      = L * diagonal (fun k => modeAmp β (w k) - β⁻¹ * (w k ^ 2)⁻¹) * Lᵀ := by
    rw [hd, quantumAmp, classicalAmp, hF]
    simp only [Matrix.mul_sub, Matrix.sub_mul, Matrix.mul_smul, Matrix.smul_mul]
  rw [e]
  exact posDef_congruence hL (fun k => sub_pos.mpr (modeAmp_bounds hβ (hw k)).1)
```

Since $G = L\cdot 1\cdot L^T$, likewise
$$F^{-1}/\beta + \frac{\beta}{12}G - S = L\,\mathrm{diag}\!\left(\frac{1}{\beta w_k^2} + \frac{\beta}{12} - a_k\right)L^T,$$
which is positive definite by the upper bound.

```lean
/-- Under the same conditions `F⁻¹/β + (β/12) G - S` is positive definite. -/
theorem upper_bound_posDef {L F : Matrix n n ℝ} {w : n → ℝ} {β : ℝ}
    (h : IsNormalModes L F w) (hw : ∀ k, 0 < w k) (hβ : 0 < β) :
    (classicalAmp F β + (β / 12) • kinetic L - quantumAmp L w β).PosDef := by
  obtain ⟨hL, -, hF⟩ := compliance h (fun k => (hw k).ne')
  have hd : diagonal (fun k => β⁻¹ * (w k ^ 2)⁻¹ + β / 12 - modeAmp β (w k))
      = β⁻¹ • diagonal (fun k => (w k ^ 2)⁻¹) + (β / 12) • (1 : Matrix n n ℝ)
        - diagonal (fun k => modeAmp β (w k)) := by
    ext i j
    by_cases hij : i = j <;> simp [one_apply, hij]
  have e : classicalAmp F β + (β / 12) • kinetic L - quantumAmp L w β
      = L * diagonal (fun k => β⁻¹ * (w k ^ 2)⁻¹ + β / 12 - modeAmp β (w k)) * Lᵀ := by
    rw [hd, quantumAmp, classicalAmp, kinetic, hF]
    simp only [Matrix.mul_sub, Matrix.sub_mul, Matrix.mul_add, Matrix.add_mul, Matrix.mul_smul,
      Matrix.smul_mul, Matrix.mul_one]
  rw [e]
  exact posDef_congruence hL (fun k => sub_pos.mpr (modeAmp_bounds hβ (hw k)).2)
```

Q: What does that say about an observable?

A: The combination $c^Tq$ has mean square $c^TSc$, written `c ⬝ᵥ quantumAmp L w β *ᵥ c`. Expanding both quadratic forms gives, for $c \neq 0$,
$$\frac{c^TF^{-1}c}{\beta} < c^TSc < \frac{c^TF^{-1}c}{\beta} + \frac{\beta}{12}\,c^TGc .$$
A standard basis vector $c$ (one entry $1$, the others $0$) selects a single coordinate; individual off-diagonal entries are not ordered by this statement. In ordinary units the last term carries $\hbar^2$. Within the harmonic model, sampling with classical nuclei therefore underestimates every such amplitude, by less than $(\beta/12)\,c^TGc$. At low temperature this bound is loose: it grows in proportion to $\beta$, while the true difference stays bounded.

```lean
/-- For every nonzero combination `c` of internal coordinates, the quantum mean-square amplitude
`cᵀ S c` exceeds the classical one, and does so by less than `(β/12) cᵀ G c`. -/
theorem amplitude_bounds {L F : Matrix n n ℝ} {w : n → ℝ} {β : ℝ}
    (h : IsNormalModes L F w) (hw : ∀ k, 0 < w k) (hβ : 0 < β) {c : n → ℝ} (hc : c ≠ 0) :
    c ⬝ᵥ classicalAmp F β *ᵥ c < c ⬝ᵥ quantumAmp L w β *ᵥ c ∧
      c ⬝ᵥ quantumAmp L w β *ᵥ c
        < c ⬝ᵥ classicalAmp F β *ᵥ c + β / 12 * (c ⬝ᵥ kinetic L *ᵥ c) := by
  have a := (quantum_sub_classical_posDef h hw hβ).dotProduct_mulVec_pos hc
  have b := (upper_bound_posDef h hw hβ).dotProduct_mulVec_pos hc
  have s : ∀ (t : ℝ) (M : Matrix n n ℝ), c ⬝ᵥ (t • M) *ᵥ c = t * (c ⬝ᵥ M *ᵥ c) := by
    intro t M
    simp only [dotProduct, mulVec, Matrix.smul_apply, smul_eq_mul, Finset.mul_sum]
    exact Finset.sum_congr rfl fun i _ => Finset.sum_congr rfl fun j _ => by ring
  rw [star_trivial, sub_mulVec, dotProduct_sub] at a
  rw [star_trivial, sub_mulVec, dotProduct_sub, add_mulVec, dotProduct_add, s] at b
  constructor <;> linarith
```

Q: Show me a coupled case.

A: Take $F = \begin{pmatrix}1&-1\\-1&5\end{pmatrix}$ and $L = \begin{pmatrix}1&1\\0&1\end{pmatrix}$. Then $FL = \begin{pmatrix}1&0\\-1&4\end{pmatrix}$ and $L^TFL = \mathrm{diag}(1,4)$, so $w_0 = 1$ and $w_1 = 2$. Lean compares the four entries and checks both signs.

```lean
/-- Two coupled coordinates with `F = [[1, -1], [-1, 5]]` are brought to normal form by
`L = [[1, 1], [0, 1]]`, with positive frequencies `1` and `2`. -/
theorem normalModes_witness :
    IsNormalModes !![(1 : ℝ), 1; 0, 1] !![(1 : ℝ), -1; -1, 5] ![(1 : ℝ), 2] ∧
      ∀ k, 0 < ![(1 : ℝ), 2] k := by
  constructor
  · unfold IsNormalModes
    ext i j
    fin_cases i <;> fin_cases j <;> simp [Matrix.mul_apply, Fin.sum_univ_succ] <;> norm_num
  · intro k
    fin_cases k <;> simp

end

end MeanSquareAmplitudes
```

```lean
#print axioms MeanSquareAmplitudes.gf_equation
-- 'MeanSquareAmplitudes.gf_equation' depends on axioms: [propext, Classical.choice, Quot.sound]
#print axioms MeanSquareAmplitudes.amplitude_bounds
-- 'MeanSquareAmplitudes.amplitude_bounds' depends on axioms: [propext, Classical.choice, Quot.sound]
```
